# Eigenvalue pairing in the Fukui matrix of two Slater determinants differing by one electron

## Density matrices and degeneracies

Fix a finite orthonormal basis of spin orbitals. A Slater determinant is represented by its one-particle density matrix, a complex matrix $P$ with $P^\dagger=P$ and $P^2=P$, whose trace is the electron number. For two determinants $P$ and $Q$ in the same basis, the Fukui matrix is $D=P-Q$. Write $d(x)=\dim\ker(D-x)$ for the degeneracy of $x$, which is zero if $x$ is not an eigenvalue.

If $\operatorname{tr}P-\operatorname{tr}Q=1$, then
$$d(1)=d(-1)+1,\qquad d(x)=d(-x)\quad\text{for real }x\neq\pm1.$$

In a finite-difference Fukui function built from two single determinants, the change in density is therefore one added orbital of weight 1 plus relaxation terms whose weights cancel in pairs.

## Pairing away from ±1

Let $S=1-P-Q$. Using $P^2=P$ and $Q^2=Q$,
$$DS=QP-PQ=-SD,$$
$$S^2=1-P-Q+PQ+QP,\qquad D^2=P+Q-PQ-QP,$$
so $S^2+D^2=1$.

If $Dv=xv$, then $D(Sv)=-SDv=-x\,Sv$, so $S$ maps the eigenspace at $x$ into the one at $-x$. On the former, $S^2v=(1-x^2)v$, so $S$ is injective there when $x^2\neq1$. Hence $d(x)\le d(-x)$, and the same argument at $-x$ gives equality.

## Counting at ±1

If $Dv=v$, then $S^2v=0$. Since $S$ is Hermitian, $\|Sv\|^2=v^\dagger S^2v=0$, so $Pv+Qv=v$. Together with $Pv-Qv=v$ this gives $Pv=v$ and $Qv=0$; the converse is immediate. The eigenspace at 1 is thus the kernel of $Q$ restricted to the range of $P$. That restriction has range equal to the range of $QP$, so rank–nullity gives
$$d(1)+\operatorname{rank}(QP)=\operatorname{rank}P.$$

Exchanging $P$ and $Q$ changes the sign of $D$, hence
$$d(-1)+\operatorname{rank}(PQ)=\operatorname{rank}Q.$$

Since $(PQ)^\dagger=QP$, the two products have equal rank. The rank of an idempotent is its trace, so subtraction yields $d(1)-d(-1)=\operatorname{tr}P-\operatorname{tr}Q$.

## One and three spin orbitals

With one spin orbital, the trace condition forces $P=(1)$ and $Q=(0)$. Then $D=(1)$, $d(1)=1$ and $d(-1)=0$: there is no relaxation.

With three, let $P=\operatorname{diag}(1,0,1)$ and let $Q$ project onto $(3/5,4/5,0)$. Then
$$D=\begin{pmatrix}16/25&-12/25&0\\-12/25&-16/25&0\\0&0&1\end{pmatrix}.$$
The upper block has trace $0$ and determinant $-16/25$, so its eigenvalues are $\pm4/5$, with normalised eigenvectors $(3,-1,0)/\sqrt{10}$ and $(1,3,0)/\sqrt{10}$. The third orbital supplies the unpaired eigenvalue 1.

## The pairing theorem in Lean

The finite type `n` labels the spin orbitals, and a vector `n → ℂ` holds the coefficients of an orbital, not necessarily normalised.

```lean
import Mathlib

open Matrix
open scoped ComplexOrder

namespace FukuiMatrixPairing

noncomputable section

variable {n : Type*} [Fintype n] [DecidableEq n]
```

`IsSlaterDensity` contains the two conditions on a determinant's density matrix. Correlated states, with fractional natural occupations, are excluded; no Hamiltonian or self-consistency condition enters.

```lean
/-- The one-particle density matrix of a Slater determinant in an orthonormal
spin-orbital basis: Hermitian and idempotent. -/
def IsSlaterDensity (P : Matrix n n ℂ) : Prop := P.IsHermitian ∧ P * P = P
```

The next two definitions are $D$ and $S$.

```lean
/-- The Fukui matrix: the difference of two one-particle density matrices. -/
def fukui (P Q : Matrix n n ℂ) : Matrix n n ℂ := P - Q

/-- The mirror matrix `1 - P - Q` of two density matrices. -/
def mirror (P Q : Matrix n n ℂ) : Matrix n n ℂ := 1 - P - Q
```

`degeneracy` is $d(x)$, defined for complex $x$ as the dimension of an eigenspace.

```lean
/-- The degeneracy of `x` in the spectrum of `D`: the dimension of the space of
solutions of `D v = x v`. -/
def degeneracy (D : Matrix n n ℂ) (x : ℂ) : ℕ :=
  Module.finrank ℂ (Module.End.eigenspace D.mulVecLin x)
```

The two relations between $S$ and $D$ need only idempotency. For each, `noncomm_ring` proves an identity `h` that holds for all $P$ and $Q$ and contains extra differences such as $P-P^2$; idempotency then makes these vanish.

```lean
/-- For idempotent density matrices the mirror matrix anticommutes with the Fukui
matrix, and their squares add up to the identity. -/
theorem mirror_relations {P Q : Matrix n n ℂ} (hP : P * P = P) (hQ : Q * Q = Q) :
    fukui P Q * mirror P Q = -(mirror P Q * fukui P Q) ∧
      mirror P Q * mirror P Q + fukui P Q * fukui P Q = 1 := by
  unfold fukui mirror
  constructor
  · have h : (P - Q) * (1 - P - Q) = -((1 - P - Q) * (P - Q))
        + ((P - P * P) + (P - P * P)) - ((Q - Q * Q) + (Q - Q * Q)) := by
      noncomm_ring
    rw [h, hP, hQ]
    simp
  · have h : (1 - P - Q) * (1 - P - Q) + (P - Q) * (P - Q) = 1
        + ((P * P - P) + (P * P - P)) + ((Q * Q - Q) + (Q * Q - Q)) := by
      noncomm_ring
    rw [h, hP, hQ]
    simp
```

In the inequality $d(x)\le d(-x)$, `hmap` shows that $S$ reverses the eigenvalue. The rest proves injectivity: if $Sv=0$, then $(x^2-1)v=0$.

```lean
/-- Away from `x² = 1`, the degeneracy of `x` in the Fukui matrix is at most
that of `-x`. -/
theorem degeneracy_le_neg {P Q : Matrix n n ℂ} (hP : P * P = P) (hQ : Q * Q = Q)
    {x : ℂ} (hx : x ^ 2 ≠ 1) :
    degeneracy (fukui P Q) x ≤ degeneracy (fukui P Q) (-x) := by
  obtain ⟨hanti, hsq⟩ := mirror_relations hP hQ
  -- the mirror matrix sends the eigenspace at `x` into the one at `-x`
  have hmap : ∀ v ∈ Module.End.eigenspace (fukui P Q).mulVecLin x,
      (mirror P Q).mulVecLin v ∈ Module.End.eigenspace (fukui P Q).mulVecLin (-x) := by
    intro v hv
    have hv' : fukui P Q *ᵥ v = x • v := Module.End.mem_eigenspace_iff.mp hv
    rw [Module.End.mem_eigenspace_iff]
    change fukui P Q *ᵥ (mirror P Q *ᵥ v) = (-x) • (mirror P Q *ᵥ v)
    rw [Matrix.mulVec_mulVec, hanti, Matrix.neg_mulVec, ← Matrix.mulVec_mulVec, hv',
      Matrix.mulVec_smul, neg_smul]
  apply LinearMap.finrank_le_finrank_of_injective
    (f := (mirror P Q).mulVecLin.restrict hmap)
  rw [injective_iff_map_eq_zero]
  rintro ⟨v, hv⟩ h
  have h0 : mirror P Q *ᵥ v = 0 := congrArg Subtype.val h
  have hv' : fukui P Q *ᵥ v = x • v := Module.End.mem_eigenspace_iff.mp hv
  -- its square acts there as `1 - x²`, so no vector is lost
  have h1 : (mirror P Q * mirror P Q + fukui P Q * fukui P Q) *ᵥ v = v := by
    rw [hsq, Matrix.one_mulVec]
  rw [Matrix.add_mulVec, ← Matrix.mulVec_mulVec, ← Matrix.mulVec_mulVec, h0, hv',
    Matrix.mulVec_zero, Matrix.mulVec_smul, hv', zero_add] at h1
  have h2 : (x ^ 2 - 1) • v = 0 := by
    rw [sub_smul, one_smul, pow_two, mul_smul, h1, sub_self]
  exact Subtype.ext ((smul_eq_zero.mp h2).resolve_left (sub_ne_zero.mpr hx))
```

Hermiticity enters in the description of the eigenspace at 1, where $S^2v=0$ must imply $Sv=0$. The `linear_combination` steps solve the two equations for $Pv$ and $Qv$ component by component.

```lean
/-- An orbital is an eigenvector of the Fukui matrix at `1` exactly when it is fully
occupied in `P` and empty in `Q`. -/
theorem fukui_fixed_iff {P Q : Matrix n n ℂ} (hP : IsSlaterDensity P)
    (hQ : IsSlaterDensity Q) (v : n → ℂ) :
    fukui P Q *ᵥ v = v ↔ P *ᵥ v = v ∧ Q *ᵥ v = 0 := by
  constructor
  · intro h
    have hs : (mirror P Q * mirror P Q + fukui P Q * fukui P Q) *ᵥ v = v := by
      rw [(mirror_relations hP.2 hQ.2).2, Matrix.one_mulVec]
    have hDD : (fukui P Q * fukui P Q) *ᵥ v = v := by
      rw [← Matrix.mulVec_mulVec, h, h]
    rw [Matrix.add_mulVec, hDD] at hs
    have hSS : (mirror P Q * mirror P Q) *ᵥ v = 0 :=
      add_right_cancel (hs.trans (zero_add v).symm)
    have hS : (mirror P Q)ᴴ = mirror P Q := by
      simp [mirror, Matrix.conjTranspose_sub, hP.1.eq, hQ.1.eq]
    -- a Hermitian matrix whose square kills `v` kills `v` itself
    have h0 : mirror P Q *ᵥ v = 0 :=
      (Matrix.conjTranspose_mul_self_mulVec_eq_zero (mirror P Q) v).mp
        (by rw [hS]; exact hSS)
    simp only [mirror, Matrix.sub_mulVec, Matrix.one_mulVec] at h0
    simp only [fukui, Matrix.sub_mulVec] at h
    constructor
    · funext i
      have a := congrFun h0 i
      have b := congrFun h i
      simp only [Pi.sub_apply, Pi.zero_apply] at a b
      linear_combination (1 / 2) * b - (1 / 2) * a
    · funext i
      have a := congrFun h0 i
      have b := congrFun h i
      simp only [Pi.sub_apply, Pi.zero_apply] at a b
      rw [Pi.zero_apply]
      linear_combination (-1 / 2) * a - (1 / 2) * b
  · rintro ⟨h1, h2⟩
    rw [fukui, Matrix.sub_mulVec, h1, h2, sub_zero]
```

The electron number is identified with a rank by viewing $P$ as a projection onto its range.

```lean
/-- The rank of an idempotent density matrix is its trace, the electron number. -/
theorem rank_eq_trace {P : Matrix n n ℂ} (hP : P * P = P) : (P.rank : ℂ) = P.trace := by
  have hproj : LinearMap.IsProj (LinearMap.range P.mulVecLin) P.mulVecLin := by
    refine ⟨fun v => ⟨v, rfl⟩, ?_⟩
    rintro _ ⟨v, rfl⟩
    change P *ᵥ (P *ᵥ v) = P *ᵥ v
    rw [Matrix.mulVec_mulVec, hP]
  have ht : LinearMap.trace ℂ (n → ℂ) P.mulVecLin = P.trace := by
    rw [← Matrix.toLin'_apply', LinearMap.trace_eq_matrix_trace ℂ (Pi.basisFun ℂ n),
      LinearMap.toMatrix_eq_toMatrix', LinearMap.toMatrix'_toLin']
  exact hproj.trace.symm.trans ht
```

Here `g` is $Q$ restricted to the range of $P$; `hr` identifies its range and `hk` its kernel.

```lean
/-- The degeneracy of `1` in the Fukui matrix and the rank of the overlap product `Q P`
add up to the rank of `P`. -/
theorem degeneracy_one_add_rank {P Q : Matrix n n ℂ} (hP : IsSlaterDensity P)
    (hQ : IsSlaterDensity Q) :
    degeneracy (fukui P Q) 1 + (Q * P).rank = P.rank := by
  -- rank-nullity for `Q` restricted to the occupied space of `P`
  let g := Q.mulVecLin.domRestrict (LinearMap.range P.mulVecLin)
  have hr : LinearMap.range g = LinearMap.range (Q * P).mulVecLin := by
    ext w
    constructor
    · rintro ⟨⟨_, v, rfl⟩, rfl⟩
      exact ⟨v, (Matrix.mulVec_mulVec _ _ _).symm⟩
    · rintro ⟨v, rfl⟩
      exact ⟨⟨P *ᵥ v, v, rfl⟩, Matrix.mulVec_mulVec _ _ _⟩
  have hk : Submodule.map (LinearMap.range P.mulVecLin).subtype (LinearMap.ker g)
      = Module.End.eigenspace (fukui P Q).mulVecLin 1 := by
    ext v
    rw [Module.End.mem_eigenspace_iff, one_smul]
    change _ ↔ fukui P Q *ᵥ v = v
    rw [fukui_fixed_iff hP hQ]
    constructor
    · rintro ⟨⟨_, w, rfl⟩, hw, rfl⟩
      have e : P *ᵥ (P *ᵥ w) = P *ᵥ w := by rw [Matrix.mulVec_mulVec, hP.2]
      exact ⟨e, LinearMap.mem_ker.mp hw⟩
    · rintro ⟨h1, h2⟩
      exact ⟨⟨v, v, h1⟩, LinearMap.mem_ker.mpr h2, rfl⟩
  have h3 := Submodule.finrank_map_subtype_eq (LinearMap.range P.mulVecLin) (LinearMap.ker g)
  rw [hk] at h3
  have h := LinearMap.finrank_range_add_finrank_ker g
  rw [hr, ← h3] at h
  rw [add_comm]
  exact h
```

The difference formula holds for any two electron numbers. `hswap` exchanges the determinants, and `hrank` equates the ranks of $QP$ and $PQ$.

```lean
/-- For any two Slater determinants, the degeneracy of `1` minus that of `-1` in the
Fukui matrix is the difference of the electron numbers. -/
theorem degeneracy_difference {P Q : Matrix n n ℂ} (hP : IsSlaterDensity P)
    (hQ : IsSlaterDensity Q) :
    (degeneracy (fukui P Q) 1 : ℂ) - degeneracy (fukui P Q) (-1) = P.trace - Q.trace := by
  -- exchanging the two determinants reverses the sign of the spectrum
  have hswap : degeneracy (fukui P Q) (-1) = degeneracy (fukui Q P) 1 := by
    have h : Module.End.eigenspace (fukui P Q).mulVecLin (-1)
        = Module.End.eigenspace (fukui Q P).mulVecLin 1 := by
      ext v
      rw [Module.End.mem_eigenspace_iff, Module.End.mem_eigenspace_iff]
      change (P - Q) *ᵥ v = (-1 : ℂ) • v ↔ (Q - P) *ᵥ v = (1 : ℂ) • v
      rw [← neg_sub Q P, Matrix.neg_mulVec, neg_smul, neg_inj]
    unfold degeneracy
    rw [h]
  have hrank : (Q * P).rank = (P * Q).rank := by
    have h := Matrix.rank_conjTranspose (P * Q)
    rwa [Matrix.conjTranspose_mul, hP.1.eq, hQ.1.eq] at h
  have h1 := degeneracy_one_add_rank hP hQ
  have h2 := degeneracy_one_add_rank hQ hP
  rw [hrank] at h1
  rw [hswap, ← rank_eq_trace hP.2, ← rank_eq_trace hQ.2, ← h1, ← h2]
  push_cast
  ring
```

The main theorem adds the hypothesis `hN`, that $P$ holds one electron more than $Q$. Its first part turns the difference formula into an equation between natural numbers; its second applies the inequality at $x$ and at $-x$.

```lean
/-- When the two determinants differ by one electron, the Fukui matrix has the eigenvalue
`1` exactly once more than `-1`, and every other real `x` is as degenerate as `-x`. -/
theorem fukui_spectrum_pairing {P Q : Matrix n n ℂ} (hP : IsSlaterDensity P)
    (hQ : IsSlaterDensity Q) (hN : P.trace - Q.trace = 1) :
    degeneracy (fukui P Q) 1 = degeneracy (fukui P Q) (-1) + 1 ∧
      ∀ x : ℝ, x ≠ 1 → x ≠ -1 →
        degeneracy (fukui P Q) (x : ℂ) = degeneracy (fukui P Q) (-(x : ℂ)) := by
  constructor
  · have h := degeneracy_difference hP hQ
    rw [hN] at h
    have h' : (degeneracy (fukui P Q) 1 : ℂ)
        = ((degeneracy (fukui P Q) (-1) + 1 : ℕ) : ℂ) := by
      push_cast
      linear_combination h
    exact_mod_cast h'
  · intro x h1 h2
    have hx : (x : ℂ) ^ 2 ≠ 1 := by
      intro h
      have hr : x ^ 2 = 1 := by exact_mod_cast h
      have hf : (x - 1) * (x + 1) = 0 := by linear_combination hr
      rcases mul_eq_zero.mp hf with h | h
      · exact h1 (by linarith)
      · exact h2 (by linarith)
    apply le_antisymm (degeneracy_le_neg hP.2 hQ.2 hx)
    have h := degeneracy_le_neg hP.2 hQ.2 (x := -(x : ℂ)) (by rwa [neg_sq])
    rwa [neg_neg] at h
```

Since $d(1)\ge1$, some nonzero orbital is fully occupied in $P$ and empty in $Q$.

```lean
/-- When `P` holds one electron more than `Q`, some nonzero orbital is fully occupied
in `P` and empty in `Q`. -/
theorem exists_added_orbital {P Q : Matrix n n ℂ} (hP : IsSlaterDensity P)
    (hQ : IsSlaterDensity Q) (hN : P.trace - Q.trace = 1) :
    ∃ v : n → ℂ, v ≠ 0 ∧ P *ᵥ v = v ∧ Q *ᵥ v = 0 := by
  have h := (fukui_spectrum_pairing hP hQ hN).1
  have hb : Module.End.eigenspace (fukui P Q).mulVecLin 1 ≠ ⊥ := by
    intro hb
    have h0 : degeneracy (fukui P Q) 1 = 0 := by
      unfold degeneracy
      rw [hb, finrank_bot]
    omega
  obtain ⟨v, hv, hv0⟩ := Submodule.exists_mem_ne_zero_of_ne_bot hb
  rw [Module.End.mem_eigenspace_iff, one_smul] at hv
  exact ⟨v, hv0, (fukui_fixed_iff hP hQ v).mp hv⟩
```

The last declarations encode the three-orbital example. The theorem checks the hypotheses and the eigenvectors at $\pm4/5$, in unnormalised form, entry by entry.

```lean
/-- The one-particle density matrix of a two-electron determinant in three spin orbitals. -/
def exampleP : Matrix (Fin 3) (Fin 3) ℂ := !![1, 0, 0; 0, 0, 0; 0, 0, 1]

/-- The one-particle density matrix of a one-electron determinant whose occupied orbital is `(3/5,
4/5, 0)`. -/
def exampleQ : Matrix (Fin 3) (Fin 3) ℂ :=
  !![9/25, 12/25, 0; 12/25, 16/25, 0; 0, 0, 0]

/-- The two example matrices are Slater densities differing by one electron, and their
Fukui matrix has eigenvectors at `4/5` and `-4/5`. -/
theorem fukui_spectrum_pairing_witness :
    IsSlaterDensity exampleP ∧ IsSlaterDensity exampleQ ∧
      exampleP.trace - exampleQ.trace = 1 ∧
      fukui exampleP exampleQ *ᵥ ![3, -1, 0] = (4/5 : ℂ) • ![3, -1, 0] ∧
      fukui exampleP exampleQ *ᵥ ![1, 3, 0] = (-4/5 : ℂ) • ![1, 3, 0] := by
  refine ⟨⟨?_, ?_⟩, ⟨?_, ?_⟩, ?_, ?_, ?_⟩
  · ext i j
    fin_cases i <;> fin_cases j <;> simp [exampleP]
  · ext i j
    fin_cases i <;> fin_cases j <;> simp [exampleP, Matrix.mul_apply, Fin.sum_univ_succ]
  · ext i j
    fin_cases i <;> fin_cases j <;> simp [exampleQ]
  · ext i j
    fin_cases i <;> fin_cases j <;>
      simp [exampleQ, Matrix.mul_apply, Fin.sum_univ_succ] <;> norm_num
  · simp [exampleP, exampleQ, Matrix.trace, Fin.sum_univ_succ]
    norm_num
  · ext i
    fin_cases i <;>
      simp [fukui, exampleP, exampleQ, Matrix.mulVec, dotProduct, Fin.sum_univ_succ] <;>
      norm_num
  · ext i
    fin_cases i <;>
      simp [fukui, exampleP, exampleQ, Matrix.mulVec, dotProduct, Fin.sum_univ_succ] <;>
      norm_num

end

end FukuiMatrixPairing
```

```lean
#print axioms FukuiMatrixPairing.fukui_spectrum_pairing
-- 'FukuiMatrixPairing.fukui_spectrum_pairing' depends on axioms: [propext, Classical.choice, Quot.sound]
#print axioms FukuiMatrixPairing.exists_added_orbital
-- 'FukuiMatrixPairing.exists_added_orbital' depends on axioms: [propext, Classical.choice, Quot.sound]
```
